# Sum rules of order m are exactly the condition for dyadic refinement to preserve polynomials of degree below m

Let \(h\) be a finitely supported real filter on the integers. The refinement step \(c_k\mapsto\sum_k h_{n-2k}c_k\) sends samples of every real polynomial of degree below \(m\) to samples of a polynomial if and only if \(\sum_k(-1)^k k^p h_k=0\) for all \(0\le p<m\), and the degree then does not increase.

```lean
import Mathlib

open Polynomial

namespace WaveletPolynomialRefinement

noncomputable section

/-- One refinement step: coarse coefficients `c` are spread to the fine grid by the filter `h`. -/
def subdivide (h : ℤ →₀ ℝ) (c : ℤ → ℝ) (n : ℤ) : ℝ :=
  ∑ᶠ k : ℤ, h (n - 2 * k) * c k

/-- The sum rules of order `m`: the alternating moments of the filter below order `m` vanish. -/
def SumRules (h : ℤ →₀ ℝ) (m : ℕ) : Prop :=
  ∀ p < m, ∑ k ∈ h.support, (-1 : ℝ) ^ k * (k : ℝ) ^ p * h k = 0

/-- The polynomial `P((x - j)/2)` in the fine-grid coordinate `x`. -/
def halfShift (P : ℝ[X]) (j : ℤ) : ℝ[X] :=
  P.comp (C (1 / 2) * X + C (-((j : ℝ) / 2)))

/-- The smooth part of the refined signal, in which every filter tap enters with its own sign. -/
def smoothPart (h : ℤ →₀ ℝ) (P : ℝ[X]) : ℝ[X] :=
  ∑ j ∈ h.support, C (h j / 2) * halfShift P j

/-- The alias part of the refined signal, in which the filter taps enter with alternating sign. -/
def aliasPart (h : ℤ →₀ ℝ) (P : ℝ[X]) : ℝ[X] :=
  ∑ j ∈ h.support, C ((-1 : ℝ) ^ j * h j / 2) * halfShift P j

/-- The filter `(1/2, 1, 1/2)` of the piecewise linear hat function. -/
def hatFilter : ℤ →₀ ℝ :=
  Finsupp.single (-1) (1 / 2) + Finsupp.single 0 1 + Finsupp.single 1 (1 / 2)

lemma halfShift_eval (P : ℝ[X]) (j : ℤ) (x : ℝ) :
    (halfShift P j).eval x = P.eval ((x - j) / 2) := by
  have e : 1 / 2 * x + -((j : ℝ) / 2) = (x - j) / 2 := by ring
  simp only [halfShift, eval_comp, eval_add, eval_mul, eval_C, eval_X]
  rw [e]

lemma sign_mul (n j : ℤ) :
    (-1 : ℝ) ^ n * (-1 : ℝ) ^ j = if (n - j) % 2 = 0 then 1 else -1 := by
  rcases Int.even_or_odd n with hn | hn <;> rcases Int.even_or_odd j with hj | hj <;>
    rw [hn.neg_one_zpow, hj.neg_one_zpow] <;>
    obtain ⟨a, ha⟩ := hn <;> obtain ⟨b, hb⟩ := hj <;> split_ifs <;>
    first | (exfalso; omega) | norm_num

/-- Refinement of a sampled function as a sum over filter taps, where a parity factor selects
the taps that reach the fine-grid point `n`. -/
theorem subdivide_eq (h : ℤ →₀ ℝ) (f : ℝ → ℝ) (n : ℤ) :
    subdivide h (fun k => f (k : ℝ)) n =
      ∑ j ∈ h.support, (1 + (-1 : ℝ) ^ n * (-1 : ℝ) ^ j) / 2 * h j * f (((n : ℝ) - j) / 2) := by
  have hs : Function.support (fun k : ℤ => h (n - 2 * k) * f (k : ℝ)) ⊆
      ↑((h.support.filter (fun j => (n - j) % 2 = 0)).image (fun j => (n - j) / 2)) := by
    intro k hk
    have hk' : h (n - 2 * k) ≠ 0 := fun h0 => hk (by simp [h0])
    rw [Finset.mem_coe, Finset.mem_image]
    refine ⟨n - 2 * k, Finset.mem_filter.mpr ⟨Finsupp.mem_support_iff.mpr hk', ?_⟩, ?_⟩
    · show (n - (n - 2 * k)) % 2 = 0
      omega
    · show (n - (n - 2 * k)) / 2 = k
      omega
  unfold subdivide
  -- change the summation index from the coarse point to the filter tap
  rw [finsum_eq_sum_of_support_subset _ hs, Finset.sum_image, Finset.sum_filter]
  · apply Finset.sum_congr rfl
    intro j _
    rw [sign_mul]
    split_ifs with hj
    · obtain ⟨k, hk⟩ : ∃ k, n = j + 2 * k := ⟨(n - j) / 2, by omega⟩
      have e1 : (n - j) / 2 = k := by omega
      have e2 : n - 2 * k = j := by omega
      have e3 : ((n : ℝ) - j) / 2 = k := by rw [hk]; push_cast; ring
      rw [e1, e2, e3]
      ring
    · ring
  · intro a ha b hb hab
    simp only [Finset.mem_coe, Finset.mem_filter] at ha hb
    have h1 := ha.2
    have h2 := hb.2
    have h3 : (n - a) / 2 = (n - b) / 2 := hab
    omega

/-- A refined polynomial signal is a smooth polynomial plus a polynomial multiplied by the
grid oscillation `(-1)^n`. -/
theorem subdivide_poly (h : ℤ →₀ ℝ) (P : ℝ[X]) (n : ℤ) :
    subdivide h (fun k => P.eval (k : ℝ)) n =
      (smoothPart h P).eval (n : ℝ) + (-1 : ℝ) ^ n * (aliasPart h P).eval (n : ℝ) := by
  refine (subdivide_eq h (fun x => P.eval x) n).trans ?_
  simp only [smoothPart, aliasPart, Polynomial.eval_finsetSum, eval_mul, eval_C, halfShift_eval]
  rw [Finset.mul_sum, ← Finset.sum_add_distrib]
  apply Finset.sum_congr rfl
  intro j _
  generalize (-1 : ℝ) ^ n = a
  generalize (-1 : ℝ) ^ j = b
  ring

/-- The sum rules of order `m` remove the alias part of every polynomial of degree below `m`. -/
theorem aliasPart_eq_zero {h : ℤ →₀ ℝ} {m : ℕ} (hh : SumRules h m) {P : ℝ[X]}
    (hP : P.natDegree < m) : aliasPart h P = 0 := by
  apply Polynomial.funext
  intro x
  -- for fixed x, P((x - j)/2) is a polynomial R in the tap position j
  obtain ⟨R, hR⟩ : ∃ R, R = P.comp (C (-1 / 2 : ℝ) * X + C (x / 2)) := ⟨_, rfl⟩
  have hdeg : R.natDegree < m := by
    rw [hR, natDegree_comp, natDegree_linear (by norm_num), mul_one]
    exact hP
  have hev : ∀ j : ℤ, P.eval ((x - j) / 2) =
      ∑ i ∈ Finset.range m, R.coeff i * (j : ℝ) ^ i := by
    intro j
    have e : -1 / 2 * (j : ℝ) + x / 2 = (x - j) / 2 := by ring
    rw [← eval_eq_sum_range' hdeg, hR]
    simp only [eval_comp, eval_add, eval_mul, eval_C, eval_X]
    rw [e]
  simp only [aliasPart, Polynomial.eval_finsetSum, eval_mul, eval_C, halfShift_eval, hev,
    Finset.mul_sum, eval_zero]
  rw [Finset.sum_comm]
  apply Finset.sum_eq_zero
  intro i hi
  have h0 := hh i (Finset.mem_range.mp hi)
  have h1 := congrArg (fun t => R.coeff i / 2 * t) h0
  simp only [Finset.mul_sum, mul_zero] at h1
  rw [← h1]
  apply Finset.sum_congr rfl
  intro j _
  generalize (-1 : ℝ) ^ j = b
  ring

/-- At the order of the degree `d` of `P`, the smooth part has the leading coefficient of `P`
times the filter sum divided by `2^(d+1)`. -/
theorem smoothPart_coeff (h : ℤ →₀ ℝ) (P : ℝ[X]) :
    (smoothPart h P).coeff P.natDegree =
      (∑ j ∈ h.support, h j) / 2 ^ (P.natDegree + 1) * P.leadingCoeff := by
  have key : ∀ j : ℤ, (halfShift P j).coeff P.natDegree =
      P.leadingCoeff * (1 / 2) ^ P.natDegree := by
    intro j
    have h2 : (1 / 2 : ℝ) ≠ 0 := by norm_num
    have := coeff_comp_degree_mul_degree (p := P)
      (q := C (1 / 2 : ℝ) * X + C (-((j : ℝ) / 2))) (by rw [natDegree_linear h2]; norm_num)
    rw [natDegree_linear h2, mul_one, leadingCoeff_linear h2] at this
    exact this
  simp only [smoothPart, Polynomial.finsetSum_coeff, coeff_C_mul, key]
  rw [Finset.sum_div, Finset.sum_mul]
  apply Finset.sum_congr rfl
  intro j _
  rw [one_div, inv_pow, pow_succ]
  field_simp

/-- Under the sum rules of order `m`, refinement maps samples of a polynomial `P` of degree below
`m` to samples of a polynomial `Q` of no larger degree, with the stated coefficient at the order of
the degree of `P`. -/
theorem refinement_preserves_polynomials {h : ℤ →₀ ℝ} {m : ℕ} (hh : SumRules h m)
    (P : ℝ[X]) (hP : P.natDegree < m) :
    ∃ Q : ℝ[X], Q.degree ≤ P.degree ∧
      Q.coeff P.natDegree =
        (∑ j ∈ h.support, h j) / 2 ^ (P.natDegree + 1) * P.leadingCoeff ∧
      ∀ n : ℤ, subdivide h (fun k => P.eval (k : ℝ)) n = Q.eval (n : ℝ) := by
  refine ⟨smoothPart h P, ?_, smoothPart_coeff h P, fun n => ?_⟩
  · by_cases h0 : P = 0
    · simp [h0, smoothPart, halfShift]
    · rw [degree_eq_natDegree h0]
      apply natDegree_le_iff_degree_le.mp
      apply natDegree_sum_le_of_forall_le
      intro j _
      refine (natDegree_C_mul_le _ _).trans ?_
      rw [halfShift, natDegree_comp, natDegree_linear (by norm_num), mul_one]
  · rw [subdivide_poly, aliasPart_eq_zero hh hP, eval_zero, mul_zero, add_zero]

lemma eq_zero_of_parity_class (R : ℝ[X]) (b : ℤ)
    (hR : ∀ k : ℕ, R.eval ((2 * (k : ℤ) + b : ℤ) : ℝ) = 0) : R = 0 := by
  apply eq_zero_of_infinite_isRoot
  refine Set.infinite_of_injective_forall_mem
    (f := fun k : ℕ => ((2 * (k : ℤ) + b : ℤ) : ℝ)) ?_ hR
  intro k l hkl
  have h1 : 2 * (k : ℤ) + b = 2 * (l : ℤ) + b := Int.cast_injective hkl
  omega

/-- Conversely, a filter that refines all polynomial samples of degree below `m` to polynomial
samples, of whatever degree, obeys the sum rules of order `m`. -/
theorem sumRules_of_preserves {h : ℤ →₀ ℝ} {m : ℕ}
    (H : ∀ P : ℝ[X], P.natDegree < m → ∃ Q : ℝ[X],
      ∀ n : ℤ, subdivide h (fun k => P.eval (k : ℝ)) n = Q.eval (n : ℝ)) :
    SumRules h m := by
  intro p hp
  obtain ⟨Q, hQ⟩ := H (X ^ p) (by rw [natDegree_X_pow]; exact hp)
  -- even and odd grid points see the alias part with opposite signs
  have he : smoothPart h (X ^ p) + aliasPart h (X ^ p) - Q = 0 := by
    apply eq_zero_of_parity_class _ 0
    intro k
    have h1 := hQ (2 * (k : ℤ) + 0)
    rw [subdivide_poly, Even.neg_one_zpow ⟨(k : ℤ), by ring⟩] at h1
    rw [eval_sub, eval_add]
    linarith
  have ho : smoothPart h (X ^ p) - aliasPart h (X ^ p) - Q = 0 := by
    apply eq_zero_of_parity_class _ 1
    intro k
    have h1 := hQ (2 * (k : ℤ) + 1)
    rw [subdivide_poly, Odd.neg_one_zpow ⟨(k : ℤ), rfl⟩] at h1
    rw [eval_sub, eval_sub]
    linarith
  have hA : (aliasPart h (X ^ p)).eval 0 = 0 := by
    have h1 := congrArg (eval 0) he
    have h2 := congrArg (eval 0) ho
    simp only [eval_sub, eval_add, eval_zero] at h1 h2
    linarith
  simp only [aliasPart, Polynomial.eval_finsetSum, eval_mul, eval_C, halfShift_eval, eval_pow,
    eval_X] at hA
  -- the alias part at the origin is the p-th alternating moment up to a factor
  have h3 := congrArg (fun t => 2 * (-2 : ℝ) ^ p * t) hA
  simp only [Finset.mul_sum, mul_zero] at h3
  rw [← h3]
  apply Finset.sum_congr rfl
  intro j _
  have e : (j : ℝ) ^ p = (-2) ^ p * ((0 - (j : ℝ)) / 2) ^ p := by
    rw [← mul_pow]
    congr 1
    ring
  rw [e]
  generalize ((0 - (j : ℝ)) / 2) ^ p = u
  generalize (-2 : ℝ) ^ p = v
  generalize (-1 : ℝ) ^ j = b
  ring

/-- The hat-function filter obeys the sum rules of order two but not those of order three. -/
theorem hatFilter_witness : SumRules hatFilter 2 ∧ ¬ SumRules hatFilter 3 := by
  have key : ∀ p : ℕ, ∑ k ∈ hatFilter.support, (-1 : ℝ) ^ k * (k : ℝ) ^ p * hatFilter k =
      (-1 : ℝ) ^ (-1 : ℤ) * ((-1 : ℤ) : ℝ) ^ p * (1 / 2) +
        (-1 : ℝ) ^ (0 : ℤ) * ((0 : ℤ) : ℝ) ^ p * 1 +
        (-1 : ℝ) ^ (1 : ℤ) * ((1 : ℤ) : ℝ) ^ p * (1 / 2) := by
    intro p
    change hatFilter.sum (fun k a => (-1 : ℝ) ^ k * (k : ℝ) ^ p * a) = _
    unfold hatFilter
    rw [Finsupp.sum_add_index', Finsupp.sum_add_index', Finsupp.sum_single_index,
      Finsupp.sum_single_index, Finsupp.sum_single_index] <;> intros <;> simp [mul_add]
  constructor
  · intro p hp
    rw [key]
    interval_cases p <;> norm_num
  · intro H
    have h2 := H 2 (by norm_num)
    rw [key] at h2
    norm_num at h2

end

end WaveletPolynomialRefinement
```

```lean
#print axioms WaveletPolynomialRefinement.refinement_preserves_polynomials
-- 'WaveletPolynomialRefinement.refinement_preserves_polynomials' depends on axioms: [propext, Classical.choice, Quot.sound]
#print axioms WaveletPolynomialRefinement.sumRules_of_preserves
-- 'WaveletPolynomialRefinement.sumRules_of_preserves' depends on axioms: [propext, Classical.choice, Quot.sound]
```

## Filters, grids and samples

The filter is `h : ℤ →₀ ℝ`, a real function on the integers that is nonzero at finitely many points, called taps. The function `subdivide h c n` is the refined value at fine-grid site \(n\), computed from coarse values \(c_k\). Coarse site \(k\) sits at fine site \(2k\). The sum over all \(k\) is written with `∑ᶠ`, and only finitely many terms are nonzero because \(h\) has finite support.

`SumRules h m` says that the alternating moments

\[
M_p=\sum_k(-1)^k k^p h_k
\]

vanish for \(p<m\), with \(0^0=1\). Physically, the frequency response of the filter vanishes to order at least \(m\) at the highest frequency of the fine grid, where a signal alternates as \((-1)^n\).

`refinement_preserves_polynomials` takes these rules and a polynomial \(P\) with `P.natDegree < m`. It gives one polynomial \(Q\) that matches the refined signal at every integer \(n\), satisfies \(\deg Q\le\deg P\), and has, at order \(d=\deg P\), the coefficient

\[
\frac{\sum_j h_j}{2^{d+1}}\,a_d ,
\]

where \(a_d\) is the leading coefficient of \(P\). No normalisation of \(h\) is assumed. If \(\sum_j h_j=2\), the factor is \(2^{-d}\), as expected from the change of coordinate \(x\mapsto x/2\); if the sum is zero and \(P\neq0\), then \(\deg Q<\deg P\). For \(P=0\), Lean's `natDegree` is \(0\), while the bound on \(Q\) uses `degree`, which forces \(Q=0\).

`sumRules_of_preserves` is the converse. It assumes only that each refined signal is polynomial, with no bound on its degree.

In electronic-structure methods whose wavelet basis is built from a single scaling function, this step, applied along each coordinate, re-expresses coarse scaling-function coefficients on a finer level; the theorems concern such coefficients on an infinite one-dimensional grid, with exact arithmetic and no boundaries. They do not address the existence of a scaling function, the convergence of repeated refinement, or the error for non-polynomial orbitals.

## Splitting the refined signal into smooth and alias parts

Put \(j=n-2k\). Then \(k=(n-j)/2\), and a tap \(j\) contributes only if \(n-j\) is even. The factor \(\tfrac12\bigl(1+(-1)^n(-1)^j\bigr)\) is \(1\) in that case and \(0\) otherwise, so

\[
\sum_k h_{n-2k}P(k)=\sum_j \frac{1+(-1)^n(-1)^j}{2}\,h_j\,P\!\left(\frac{n-j}{2}\right)=S(n)+(-1)^nA(n),
\]

with the two polynomials

\[
S(x)=\frac12\sum_j h_jP\!\left(\frac{x-j}{2}\right),\qquad
A(x)=\frac12\sum_j(-1)^jh_jP\!\left(\frac{x-j}{2}\right).
\]

In the file these are `smoothPart` and `aliasPart`, built from `halfShift P j`, which is \(P((x-j)/2)\). The lemma `sign_mul` supplies the parity factor by checking even and odd cases. `subdivide_eq` changes the summation index for any real function, not only a polynomial; its last block checks that different contributing taps come from different coarse sites. `subdivide_poly` then separates the two parts.

## Why the alias part vanishes

Fix \(x\). As a function of \(j\), \(P((x-j)/2)\) is a polynomial of degree below \(m\), say \(\sum_{i<m}r_i(x)\,j^i\). Exchanging the two finite sums gives

\[
A(x)=\frac12\sum_{i<m}r_i(x)\sum_j(-1)^jj^ih_j=\frac12\sum_{i<m}r_i(x)M_i=0 .
\]

This is `aliasPart_eq_zero`: the polynomial in \(j\) is called `R`, `Finset.sum_comm` exchanges the sums, and `Polynomial.funext` turns vanishing at every \(x\) into \(A=0\). The refined signal is therefore \(S(n)\), and \(Q=S\).

Each term of \(S\) has degree at most \(d\), and its coefficient at order \(d\) is \(\tfrac12h_j\,a_d/2^d\). Summing over \(j\) gives the stated coefficient, which is the content of `smoothPart_coeff`.

## From preserved polynomials back to the sum rules

Suppose that refinement sends samples of \(P(x)=x^p\), with \(p<m\), to samples of some polynomial \(Q\). At even \(n\) we have \(S+A=Q\), and at odd \(n\) we have \(S-A=Q\). Each equation holds at infinitely many points, so both are identities of polynomials; this is what `eq_zero_of_parity_class` provides. Subtracting them gives \(A=0\). At the origin,

\[
0=A(0)=\frac12\sum_j(-1)^jh_j\left(-\frac j2\right)^p=\frac{M_p}{2(-2)^p},
\]

hence \(M_p=0\). The proof of `sumRules_of_preserves` multiplies by \(2(-2)^p\) to reach the same conclusion.

## The smallest order and two failures

For \(m=0\) there are no sum rules and no admissible \(P\). The first case with content is \(m=1\): the even taps and the odd taps have equal sums, and a constant \(a\) is refined to the constant \(\tfrac12a\sum_jh_j\).

Without the sum rules, even this fails. Take the single tap \(h_0=1\), for which \(M_0=1\). The constant signal \(1\) becomes \(1\) at even \(n\) and \(0\) at odd \(n\), which no polynomial reproduces.

The degree bound matters as well. The hat-function filter \((\tfrac12,1,\tfrac12)\) on the taps \(-1,0,1\) has \(M_0=M_1=0\) and \(M_2=-1\), so it obeys the rules of order two but not three, as `hatFilter_witness` establishes by evaluating the three-term moment sum. It refines \(P(x)=x\) to \(n/2\). For \(P(x)=x^2\) it gives \(n^2/4\) at even \(n\) and \((n^2+1)/4\) at odd \(n\), that is,

\[
\frac{n^2}{4}+\frac18-\frac{(-1)^n}{8},
\]

and the last term is the surviving alias part.
